# For an even real kernel on a finite ring, positive semidefiniteness is equivalent to a nonnegative cosine transform

## Ring, kernel and waves

The sites of a ring are the integers mod $n$, written `ZMod n`, with $n\ge 1$. Differences of sites are taken mod $n$, which is the periodic boundary condition.

```lean
import Mathlib

open Matrix
open scoped Real

namespace BochnerRing

noncomputable section

variable {n : ℕ} [NeZero n]
```

A real function $k$ of the displacement gives the matrix $K_{ij}=k(i-j)$.

```lean
/-- The translation-invariant matrix on a ring of `n` sites, with entries `k (i - j)`. -/
def kernelMatrix (k : ZMod n → ℝ) : Matrix (ZMod n) (ZMod n) ℝ :=
  Matrix.of fun i j => k (i - j)
```

Its cosine transform at wave number $m$ is
$$S(m)=\sum_j k(j)\cos(2\pi jm/n).$$
In the code, `j.val` and `m.val` are the representatives $0,\dots,n-1$. Any others would give the same cosines.

```lean
/-- The cosine transform of the kernel at wave number `m`. -/
def spectrum (k : ZMod n → ℝ) (m : ZMod n) : ℝ :=
  ∑ j : ZMod n, k j * Real.cos (2 * π * (j.val : ℝ) * (m.val : ℝ) / n)
```

The cosine and sine waves are $c(a)=\cos(2\pi a/n)$ and $s(a)=\sin(2\pi a/n)$, defined as the real and imaginary parts of the character $e^{2\pi i a/n}$.

```lean
/-- The real part of the standard character of the ring. -/
def ringCos (a : ZMod n) : ℝ := (ZMod.stdAddChar a).re

/-- The imaginary part of the standard character of the ring. -/
def ringSin (a : ZMod n) : ℝ := (ZMod.stdAddChar a).im
```

Positivity is Mathlib's `Matrix.PosSemidef` over the reals: $K$ is symmetric and $x^{T}Kx\ge 0$ for every real vector $x$. Zero eigenvalues are allowed, so strict definiteness is not covered.

An overlap matrix of real orbitals must be positive semidefinite. For a finite ring with one orbital per site and overlaps that depend only on displacement, the criterion therefore tests a proposed set of overlaps one wave number at a time.

## The ring is finite and nonempty

The hypothesis `NeZero n` says that there are finitely many sites, and at least one. By hand it enters through orthogonality. For $b=0$ the sum $\sum_m e^{2\pi i mb/n}$ equals $n$. For $b\neq0$ it is a geometric series with ratio $\omega=e^{2\pi i b/n}\ne1$ and sum $(\omega^n-1)/(\omega-1)=0$. The real part gives
$$\sum_m c(mb)=n\,\delta_{b,0}.$$
Finiteness also allows division by $n>0$ at the end. With $n=0$, `ZMod 0` is the set of all integers, an infinite chain whose sums need not converge.

The first lemma below identifies the waves with ordinary cosines and sines, and the second transfers the addition formulas to the ring. The third is orthogonality, which Lean takes from the primitivity of the standard character.

```lean
/-- On integer representatives the two parts of the character are the cosine and the sine
of `2 π z / n`. -/
theorem ringCos_ringSin_intCast (z : ℤ) :
    ringCos (z : ZMod n) = Real.cos (2 * π * z / n) ∧
      ringSin (z : ZMod n) = Real.sin (2 * π * z / n) := by
  have h : ZMod.stdAddChar (z : ZMod n)
      = Complex.exp (((2 * π * z / n : ℝ) : ℂ) * Complex.I) := by
    rw [ZMod.stdAddChar_coe]
    congr 1
    push_cast
    ring
  unfold ringCos ringSin
  rw [h]
  exact ⟨Complex.exp_ofReal_mul_I_re _, Complex.exp_ofReal_mul_I_im _⟩

/-- Addition formulas for the cosine wave on the ring. -/
theorem ringCos_sub_add (a b : ZMod n) :
    ringCos (a - b) = ringCos a * ringCos b + ringSin a * ringSin b ∧
      ringCos (a + b) = ringCos a * ringCos b - ringSin a * ringSin b := by
  obtain ⟨x, rfl⟩ := ZMod.intCast_surjective a
  obtain ⟨y, rfl⟩ := ZMod.intCast_surjective b
  rw [← Int.cast_sub, ← Int.cast_add]
  simp only [(ringCos_ringSin_intCast _).1, (ringCos_ringSin_intCast _).2]
  rw [← Real.cos_sub, ← Real.cos_add]
  constructor <;> congr 1 <;> push_cast <;> ring

/-- The cosine wave summed over all wave numbers is `n` at zero displacement and vanishes
at every other displacement. -/
theorem sum_ringCos (b : ZMod n) :
    ∑ m : ZMod n, ringCos (m * b) = if b = 0 then (n : ℝ) else 0 := by
  have h := congrArg Complex.re
    (AddChar.sum_mulShift b (ZMod.isPrimitive_stdAddChar n))
  rw [Complex.re_sum] at h
  unfold ringCos
  rw [h]
  split_ifs <;> simp [ZMod.card]
```

## The matrix depends only on displacement

Translation invariance means that $K_{i+a,\,j+a}=K_{ij}$ for every shift $a$. It is built into `kernelMatrix`. By hand, it makes every row contribute equally when $K$ is tested on the two waves of wave number $m$:
$$\sum_{i,j}k(i-j)\,[c(im)c(jm)+s(im)s(jm)]=\sum_i\sum_j k(i-j)\,c((i-j)m)=n\,S(m).$$
The last step substitutes $d=i-j$ at fixed $i$. The squared norms of the two waves add up to $n$, so $S(m)$ is the sum of their quadratic forms divided by their total squared norm.

In `quadForm_waves` the statement `row` is this substitution, made with `Equiv.subLeft i`. The two lemmas before it rewrite $S(m)$ in terms of $c$ and expand the quadratic form as a double sum. For a matrix whose entries are not a function of $i-j$, row $i$ is not always row $0$ shifted by $i$ sites, and no single function $k$ is available to transform.

```lean
/-- The cosine transform written with the cosine wave on the ring. -/
lemma spectrum_eq (k : ZMod n → ℝ) (m : ZMod n) :
    spectrum k m = ∑ j, k j * ringCos (j * m) := by
  have key : ∀ x y : ℕ, ringCos ((x : ZMod n) * (y : ZMod n))
      = Real.cos (2 * π * (x : ℝ) * (y : ℝ) / n) := by
    intro x y
    have h := (ringCos_ringSin_intCast (n := n) ((x : ℤ) * (y : ℤ))).1
    push_cast at h
    rw [h]
    congr 1
    ring
  refine Finset.sum_congr rfl fun j _ => ?_
  have h := key j.val m.val
  rw [ZMod.natCast_zmod_val, ZMod.natCast_zmod_val] at h
  rw [h]

/-- The quadratic form of the kernel matrix as a double sum over sites. -/
lemma quadForm_eq (k x : ZMod n → ℝ) :
    x ⬝ᵥ kernelMatrix k *ᵥ x = ∑ i, ∑ j, x i * (k (i - j) * x j) := by
  simp only [dotProduct, Matrix.mulVec, Finset.mul_sum, kernelMatrix, Matrix.of_apply]

/-- The quadratic forms of the kernel on the cosine and sine waves of wave number `m` add up
to `n` times the cosine transform at `m`. -/
theorem quadForm_waves (k : ZMod n → ℝ) (m : ZMod n) :
    (n : ℝ) * spectrum k m =
      (fun i => ringCos (i * m)) ⬝ᵥ kernelMatrix k *ᵥ (fun i => ringCos (i * m)) +
      (fun i => ringSin (i * m)) ⬝ᵥ kernelMatrix k *ᵥ (fun i => ringSin (i * m)) := by
  rw [quadForm_eq, quadForm_eq, ← Finset.sum_add_distrib, spectrum_eq]
  -- each row contributes the same sum over displacements
  have row : ∀ i : ZMod n,
      (∑ j, ringCos (i * m) * (k (i - j) * ringCos (j * m))) +
        (∑ j, ringSin (i * m) * (k (i - j) * ringSin (j * m)))
        = ∑ j, k j * ringCos (j * m) := by
    intro i
    rw [← Finset.sum_add_distrib,
      ← Equiv.sum_comp (Equiv.subLeft i) (fun j => k j * ringCos (j * m))]
    refine Finset.sum_congr rfl fun j _ => ?_
    simp only [Equiv.subLeft_apply]
    rw [sub_mul, (ringCos_sub_add _ _).1]
    ring
  rw [Finset.sum_congr rfl fun i _ => row i, Finset.sum_const, Finset.card_univ, ZMod.card,
    nsmul_eq_mul]
```

## The kernel is even

The hypothesis `hk`, $k(-j)=k(j)$, says that the coupling is the same in both directions around the ring. By hand it is used in the inversion formula. The product-to-sum formula and orthogonality give
$$\sum_m S(m)c(dm)=\sum_j\frac{k(j)}2\sum_m\big[c(m(j-d))+c(m(j+d))\big]=\frac n2\,[k(d)+k(-d)],$$
and evenness turns the right side into $n\,k(d)$. In `cosine_inversion`, `h` produces the two terms at $j=d$ and $j=-d$, and `hk` merges them.

```lean
/-- An even kernel is recovered from its cosine transform. -/
theorem cosine_inversion {k : ZMod n → ℝ} (hk : ∀ j, k (-j) = k j) (d : ZMod n) :
    (n : ℝ) * k d = ∑ m, spectrum k m * ringCos (d * m) := by
  simp only [spectrum_eq, Finset.sum_mul]
  refine Eq.trans ?_ Finset.sum_comm
  -- product-to-sum formula, then orthogonality
  have h : ∀ j : ZMod n, ∑ m, k j * ringCos (j * m) * ringCos (d * m)
      = (if j = d then k j / 2 * n else 0) + (if j = -d then k j / 2 * n else 0) := by
    intro j
    have e : ∑ m, k j * ringCos (j * m) * ringCos (d * m)
        = k j / 2 * (∑ m, ringCos (m * (j - d)) + ∑ m, ringCos (m * (j + d))) := by
      rw [← Finset.sum_add_distrib, Finset.mul_sum]
      refine Finset.sum_congr rfl fun m _ => ?_
      rw [mul_sub m j d, mul_add m j d, (ringCos_sub_add _ _).1, (ringCos_sub_add _ _).2,
        mul_comm m j, mul_comm m d]
      ring
    rw [e, sum_ringCos, sum_ringCos]
    simp only [sub_eq_zero, add_eq_zero_iff_eq_neg, mul_add, mul_ite, mul_zero]
  rw [Finset.sum_congr rfl fun j _ => h j, Finset.sum_add_distrib,
    Finset.sum_ite_eq', Finset.sum_ite_eq']
  simp only [Finset.mem_univ, if_true, hk]
  ring
```

For any real vector $x$, the addition formula gives
$$\Big(\sum_i x_ic(im)\Big)^2+\Big(\sum_i x_is(im)\Big)^2=\sum_{i,j}x_ix_j\,c((i-j)m).$$
Multiplying by $S(m)$, summing over $m$ and applying the inversion formula with $d=i-j$ yields
$$n\,x^{T}Kx=\sum_m S(m)\Big[\Big(\sum_i x_ic(im)\Big)^2+\Big(\sum_i x_is(im)\Big)^2\Big].$$
With the normalised amplitude $\hat x(m)=n^{-1/2}\sum_i x_ie^{-2\pi i\,im/n}$, where the $i$ after $2\pi$ is the imaginary unit and the next one the site, this reads $x^{T}Kx=\sum_m S(m)|\hat x(m)|^2$. In the code, `hm` is the first identity, and the remaining lines exchange the sums and apply `cosine_inversion`.

```lean
/-- For an even kernel, `n` times the quadratic form is the sum over wave numbers of the cosine
transform times the squared modulus of the unnormalised Fourier amplitude of the vector. -/
theorem quadForm_modes {k : ZMod n → ℝ} (hk : ∀ j, k (-j) = k j) (x : ZMod n → ℝ) :
    (n : ℝ) * (x ⬝ᵥ kernelMatrix k *ᵥ x) =
      ∑ m, spectrum k m *
        ((∑ i, x i * ringCos (i * m)) ^ 2 + (∑ i, x i * ringSin (i * m)) ^ 2) := by
  have hm : ∀ m : ZMod n,
      (∑ i, x i * ringCos (i * m)) ^ 2 + (∑ i, x i * ringSin (i * m)) ^ 2
        = ∑ i, ∑ j, x i * x j * ringCos ((i - j) * m) := by
    intro m
    rw [sq, sq, Finset.sum_mul_sum, Finset.sum_mul_sum, ← Finset.sum_add_distrib]
    refine Finset.sum_congr rfl fun i _ => ?_
    rw [← Finset.sum_add_distrib]
    refine Finset.sum_congr rfl fun j _ => ?_
    rw [sub_mul, (ringCos_sub_add _ _).1]
    ring
  simp only [hm, quadForm_eq, Finset.mul_sum]
  refine Eq.trans (Finset.sum_congr rfl fun i _ => ?_) Finset.sum_comm
  refine Eq.trans (Finset.sum_congr rfl fun j _ => ?_) Finset.sum_comm
  calc (n : ℝ) * (x i * (k (i - j) * x j)) = x i * x j * (n * k (i - j)) := by ring
    _ = ∑ m, spectrum k m * (x i * x j * ringCos ((i - j) * m)) := by
      rw [cosine_inversion hk, Finset.mul_sum]
      exact Finset.sum_congr rfl fun m _ => by ring
```

Without evenness the cosine transform sees only the even part of $k$. On three sites, take $k(0)=1$, $k(1)=1$, $k(2)=-1$. Then $S(m)=1$ for every $m$, yet $K$ is not symmetric and so not positive semidefinite.

## The cosine transform is nonnegative

The condition $S(m)\ge0$ says that no wave number carries negative weight. If $K$ is positive semidefinite, both wave tests are nonnegative, so $nS(m)\ge0$ and hence $S(m)\ge0$. Conversely, if every $S(m)\ge0$, the mode formula writes $n\,x^{T}Kx$ as a sum of nonnegative terms, and evenness makes $K$ symmetric. If some $S(m)$ is negative, at least one of its two waves has a negative quadratic form.

The two branches of `bochner_ring` follow these arguments, with `mul_nonneg_iff_of_pos_left` removing the factor $n$. Bochner's theorem on the real line represents a continuous positive-definite function by a nonnegative measure; on this finite ring the weights $S(m)/n$ play the part of that measure.

```lean
/-- **Bochner's theorem on a ring, for real even kernels.** For an even real kernel the matrix `k (i
- j)` is positive semidefinite if and only if the cosine transform of `k` is nonnegative at every
wave number. -/
theorem bochner_ring {k : ZMod n → ℝ} (hk : ∀ j, k (-j) = k j) :
    (kernelMatrix k).PosSemidef ↔
      ∀ m : ZMod n,
        0 ≤ ∑ j : ZMod n, k j * Real.cos (2 * π * (j.val : ℝ) * (m.val : ℝ) / n) := by
  have hn : (0 : ℝ) < n := by exact_mod_cast Nat.pos_of_ne_zero (NeZero.ne n)
  change _ ↔ ∀ m, 0 ≤ spectrum k m
  constructor
  · -- test the matrix on the two waves of wave number `m`
    intro h m
    have h1 := h.dotProduct_mulVec_nonneg (fun i => ringCos (i * m))
    have h2 := h.dotProduct_mulVec_nonneg (fun i => ringSin (i * m))
    rw [star_trivial] at h1 h2
    refine (mul_nonneg_iff_of_pos_left hn).1 ?_
    rw [quadForm_waves]
    exact add_nonneg h1 h2
  · intro h
    refine Matrix.PosSemidef.of_dotProduct_mulVec_nonneg
      (Matrix.IsHermitian.ext fun i j => ?_) fun x => ?_
    · have e := hk (i - j)
      rw [neg_sub] at e
      simpa [kernelMatrix] using e
    · rw [star_trivial]
      refine (mul_nonneg_iff_of_pos_left hn).1 ?_
      rw [quadForm_modes hk]
      exact Finset.sum_nonneg fun m _ => mul_nonneg (h m) (by positivity)
```

Evenness can also be moved from the assumptions into the criterion. For an arbitrary real $k$, comparing the entries $K_{0,-j}=k(j)$ and $K_{-j,0}=k(-j)$ of a symmetric $K$ shows that $k$ is even, and the previous theorem then applies.

```lean
/-- For an arbitrary real kernel, positive semidefiniteness is equivalent to evenness together
with a nonnegative cosine transform. -/
theorem posSemidef_iff_even_and_spectrum (k : ZMod n → ℝ) :
    (kernelMatrix k).PosSemidef ↔ (∀ j, k (-j) = k j) ∧ ∀ m, 0 ≤ spectrum k m := by
  constructor
  · intro h
    have hk : ∀ j, k (-j) = k j := by
      intro j
      have e := h.isHermitian.apply (-j) 0
      simp only [kernelMatrix, Matrix.of_apply, star_trivial, zero_sub, neg_neg, sub_zero] at e
      exact e.symm
    exact ⟨hk, (bochner_ring hk).1 h⟩
  · rintro ⟨hk, h⟩
    exact (bochner_ring hk).2 h

end

end BochnerRing
```

```lean
#print axioms BochnerRing.posSemidef_iff_even_and_spectrum
-- 'BochnerRing.posSemidef_iff_even_and_spectrum' depends on axioms: [propext, Classical.choice, Quot.sound]
```

## One and two sites

For $n=1$ the matrix is the single number $k(0)$, and $S(0)=k(0)$. For $n=2$ every kernel is even, because $-1=1$ mod 2. The sine waves vanish, and
$$S(0)=k(0)+k(1),\qquad S(1)=k(0)-k(1).$$
These are the eigenvalues of $K$ on the normalised vectors $(1,1)/\sqrt2$ and $(1,-1)/\sqrt2$, and the criterion becomes $|k(1)|\le k(0)$.
